# With invertible host and perturbed factors, the impurity Dyson equation closes on the perturbed cluster

Q: I replace one atom in a host and want the structural Green function at that atom only, the part of the Green function carried by waves that leave the atom and come back. If I cut the atom out and solve it alone, I lose every path that leaves it, scatters in the host and returns. In a two-site model this gives 0 where the right value is $-2/5$. If I keep the whole host, each new impurity costs an inversion of full size. What does a page of ring algebra do about that?

A: It puts the host's influence into a quantity computed once for each energy, and leaves an equation of cluster size. Fix an energy. Let $g$ be the structure constants, which carry a wave from one site to another, and let $t$ hold the scattering matrices of the sites. The structural Green function obeys $G = g + g\,t\,G$, so $G=(1-gt)^{-1}g$. The host has scatterers $t_0$ and Green function $G_0=(1-gt_0)^{-1}g$.

In Lean 4 with Mathlib:

```lean
import Mathlib

open Matrix

namespace ImpurityEmbedding

section Operators

variable {R : Type*} [Ring R] {g t0 t P : R}

/-- The structural Green function `(1 - g t)⁻¹ g` of scatterers `t` coupled by the
structure constants `g`, defined for invertible `1 - g t`. -/
noncomputable def structuralGreen (g t : R) : R := Ring.inverse (1 - g * t) * g
```

Q: Your `R` is any ring. Where is the physics in that?

A: In what you substitute. `R` can be the square matrices over site and angular-momentum channels, or the bounded operators on a Hilbert space if $g$ and $t$ are bounded. The derivation uses only sums, products and inverses, and never commutes two factors. `IsUnit (1 - g * t)` says that $1-gt$ has a two-sided inverse. It implies that the system has no source-free solution (no nonzero $v$ with $v=gtv$) at the chosen energy; for finite matrices the two statements are equivalent. `Ring.inverse` returns zero when there is no inverse, so the hypothesis is what gives `structuralGreen` its meaning.

The first lemma multiplies the definition by $1-gt$ and gets $(1-gt)G=g$.

```lean
/-- If `1 - g t` is invertible, the structural Green function solves the
multiple-scattering equation `(1 - g t) G = g`. -/
theorem scattering_equation (h : IsUnit (1 - g * t)) :
    (1 - g * t) * structuralGreen g t = g := by
  unfold structuralGreen
  rw [← mul_assoc, Ring.mul_inverse_cancel _ h, one_mul]
```

Q: And how does the host separate from the impurity?

A: Write $\Delta=t-t_0$ and replace $g$ by $(1-gt_0)G_0$:

$$1-gt=(1-gt_0)-g\Delta=(1-gt_0)-(1-gt_0)G_0\Delta=(1-gt_0)(1-G_0\Delta).$$

The `calc` block has these same steps. `noncomm_ring` does the first rearrangement, and `rw [h]` exchanges $g$ for $(1-gt_0)G_0$.

```lean
/-- If the host factor `1 - g t0` is invertible, it splits off from the factor `1 - g t` of
the perturbed system, leaving `1 - G0 (t - t0)`. -/
theorem host_factorization (t : R) (h0 : IsUnit (1 - g * t0)) :
    1 - g * t = (1 - g * t0) * (1 - structuralGreen g t0 * (t - t0)) := by
  have h := scattering_equation h0
  calc 1 - g * t = (1 - g * t0) - g * (t - t0) := by noncomm_ring
    _ = (1 - g * t0) - ((1 - g * t0) * structuralGreen g t0) * (t - t0) := by rw [h]
    _ = _ := by rw [mul_one_sub, mul_assoc]
```

Now apply both sides to $G$:

$$(1-gt_0)(1-G_0\Delta)G=(1-gt)G=g=(1-gt_0)G_0.$$

The host factor is invertible, so it cancels. What remains is $(1-G_0\Delta)G=G_0$, or

$$G=G_0+G_0\,\Delta\,G.$$

In the proof, `key` is the equation after the cancellation, and the last line moves one term across.

```lean
/-- Dyson equation for a change of scatterers: if `1 - g t0` and `1 - g t` are invertible,
then `G = G0 + G0 (t - t0) G`. -/
theorem dyson (h0 : IsUnit (1 - g * t0)) (h : IsUnit (1 - g * t)) :
    structuralGreen g t = structuralGreen g t0
      + structuralGreen g t0 * (t - t0) * structuralGreen g t := by
  -- cancel the host factor from the two multiple-scattering equations
  have key : (1 - structuralGreen g t0 * (t - t0)) * structuralGreen g t
      = structuralGreen g t0 := by
    apply h0.mul_left_cancel
    rw [← mul_assoc, ← host_factorization t h0, scattering_equation h,
      scattering_equation h0]
  rw [sub_mul, one_mul] at key
  exact sub_eq_iff_eq_add.mp key
```

Q: "Dyson equation" makes me expect a self-energy.

A: No many-body self-energy appears here. This is the single-particle equation for exchanging scatterers. In a mean-field calculation the effect of the other electrons is already contained in the potentials that determine $t_0$ and $t$.

Q: It still contains the full $G$ on the right. Why should it close?

A: Because the change is local. Let $P$ project on the cluster, and suppose $\Delta=P\Delta P$: scattering is altered only within the cluster. Then

$$PGP=PG_0P+PG_0\Delta GP=PG_0P+PG_0(P\Delta P)GP=PG_0P+(PG_0P)\,\Delta\,(PGP).$$

To solve for $PGP$ we need $1-PG_0P\Delta$ to be invertible, and that follows from what we have. For any $a,b$ with $1-ba$ invertible, put $U=(1-ba)^{-1}$. Then

$$(1-ab)(1+aUb)=1-ab+a(1-ba)Ub=1-ab+ab=1,$$

and the product in the other order works the same way.

```lean
/-- If `1 - b a` is invertible, so is `1 - a b`. -/
theorem isUnit_one_sub_swap {a b : R} (h : IsUnit (1 - b * a)) : IsUnit (1 - a * b) := by
  obtain ⟨U, h1, h2⟩ : ∃ U, (1 - b * a) * U = 1 ∧ U * (1 - b * a) = 1 :=
    ⟨Ring.inverse _, Ring.mul_inverse_cancel _ h, Ring.inverse_mul_cancel _ h⟩
  -- the inverse is `1 + a U b`
  refine ⟨⟨1 - a * b, 1 + a * U * b, ?_, ?_⟩, rfl⟩
  · calc (1 - a * b) * (1 + a * U * b)
        = 1 - a * b + a * ((1 - b * a) * U) * b := by noncomm_ring
      _ = 1 := by rw [h1, mul_one, sub_add_cancel]
  · calc (1 + a * U * b) * (1 - a * b)
        = 1 - a * b + a * (U * (1 - b * a)) * b := by noncomm_ring
      _ = 1 := by rw [h2, mul_one, sub_add_cancel]
```

The closed equation comes next. Its proof inserts the Dyson equation between two factors $P$, then uses `hP` to replace $\Delta$ by $P\Delta P$.

```lean
/-- Let `1 - g t0` and `1 - g t` be invertible and let the perturbation satisfy
`t - t0 = P (t - t0) P`, as for a projector `P` on the perturbed cluster.
Then the Dyson equation closes on `P G P`. -/
theorem cluster_dyson (h0 : IsUnit (1 - g * t0)) (h : IsUnit (1 - g * t))
    (hP : t - t0 = P * (t - t0) * P) :
    P * structuralGreen g t * P = P * structuralGreen g t0 * P
      + P * structuralGreen g t0 * P * (t - t0) * (P * structuralGreen g t * P) := by
  calc P * structuralGreen g t * P
      = P * (structuralGreen g t0
          + structuralGreen g t0 * (t - t0) * structuralGreen g t) * P := by
        rw [← dyson h0 h]
    _ = P * structuralGreen g t0 * P
          + P * structuralGreen g t0 * (t - t0) * structuralGreen g t * P := by
        simp only [mul_add, add_mul, mul_assoc]
    _ = P * structuralGreen g t0 * P
          + P * structuralGreen g t0 * (P * (t - t0) * P) * structuralGreen g t * P := by
        rw [← hP]
    _ = _ := by simp only [mul_assoc]
```

For the solution, take $a=P$ and $b=G_0P\Delta$. Then $ba=G_0P\Delta P=G_0\Delta$, and $1-G_0\Delta=(1-gt_0)^{-1}(1-gt)$ is a product of invertible factors. The swap makes $1-ab=1-PG_0P\Delta$ invertible, so

$$PGP=(1-PG_0P\,\Delta)^{-1}PG_0P.$$

In the code, `hfull` is the invertibility of $1-G_0\Delta$, `e` is the identity for $ba$, and `hc` is the closed equation with its terms collected.

```lean
/-- If `1 - g t0` and `1 - g t` are invertible and `t - t0 = P (t - t0) P`, then the cluster factor
`1 - P G0 P (t - t0)` is invertible, and its inverse applied to `P G0 P` gives `P G P`. -/
theorem cluster_solution (h0 : IsUnit (1 - g * t0)) (h : IsUnit (1 - g * t))
    (hP : t - t0 = P * (t - t0) * P) :
    IsUnit (1 - P * structuralGreen g t0 * P * (t - t0)) ∧
    P * structuralGreen g t * P =
      Ring.inverse (1 - P * structuralGreen g t0 * P * (t - t0))
        * (P * structuralGreen g t0 * P) := by
  -- `1 - G0 (t - t0)` is the quotient of two invertible factors
  have hfull : IsUnit (1 - structuralGreen g t0 * (t - t0)) := by
    have hf := host_factorization t h0
    obtain ⟨u, hu⟩ := h0
    obtain ⟨v, hv⟩ := h
    refine ⟨u⁻¹ * v, ?_⟩
    rw [Units.val_mul, hv, hf, ← hu, Units.inv_mul_cancel_left]
  have e : structuralGreen g t0 * P * (t - t0) * P = structuralGreen g t0 * (t - t0) := by
    calc _ = structuralGreen g t0 * (P * (t - t0) * P) := by simp only [mul_assoc]
      _ = _ := by rw [← hP]
  have hu : IsUnit (1 - P * structuralGreen g t0 * P * (t - t0)) := by
    have hs : IsUnit (1 - P * (structuralGreen g t0 * P * (t - t0))) :=
      isUnit_one_sub_swap (by rw [e]; exact hfull)
    simpa only [mul_assoc] using hs
  have hc : (1 - P * structuralGreen g t0 * P * (t - t0)) * (P * structuralGreen g t * P)
      = P * structuralGreen g t0 * P := by
    rw [sub_mul, one_mul]
    exact sub_eq_of_eq_add (cluster_dyson h0 h hP)
  refine ⟨hu, hu.mul_left_cancel ?_⟩
  rw [hc, Ring.mul_inverse_cancel_left _ _ hu]

end Operators
```

Q: I see no $P^2=P$ among the hypotheses.

A: The argument never uses it. A projector is the physical case, but `hP` alone is enough.

Q: Show me numbers.

A: Take two sites, with the first as the cluster:

$$g=\begin{pmatrix}0&1\\1&0\end{pmatrix},\quad t_0=\mathrm{diag}(2,2),\quad t=\mathrm{diag}(3,2),\quad P=\mathrm{diag}(1,0).$$

The determinants of $1-gt_0$ and $1-gt$ are $-3$ and $-5$, so both factors are invertible, and $\Delta=\mathrm{diag}(1,0)=P\Delta P$. The next theorem records that this instance meets the hypotheses; the Green functions below it are worked by hand.

```lean
/-- Two sites coupled by `g = !![0, 1; 1, 0]`, with `t0 = diag(2, 2)`, `t = diag(3, 2)` and the
projector on the first site meet all the hypotheses of the cluster equation. -/
theorem cluster_witness :
    IsUnit (1 - !![0, 1; 1, 0] * !![2, 0; 0, 2] : Matrix (Fin 2) (Fin 2) ℚ) ∧
    IsUnit (1 - !![0, 1; 1, 0] * !![3, 0; 0, 2] : Matrix (Fin 2) (Fin 2) ℚ) ∧
    (!![3, 0; 0, 2] - !![2, 0; 0, 2] : Matrix (Fin 2) (Fin 2) ℚ)
      = !![1, 0; 0, 0] * (!![3, 0; 0, 2] - !![2, 0; 0, 2]) * !![1, 0; 0, 0] := by
  refine ⟨?_, ?_, ?_⟩
  · rw [Matrix.isUnit_iff_isUnit_det, isUnit_iff_ne_zero, Matrix.det_fin_two]
    norm_num [Matrix.mul_apply, Fin.sum_univ_succ]
  · rw [Matrix.isUnit_iff_isUnit_det, isUnit_iff_ne_zero, Matrix.det_fin_two]
    norm_num [Matrix.mul_apply, Fin.sum_univ_succ]
  · ext i j
    fin_cases i <;> fin_cases j <;> norm_num [Matrix.mul_apply, Fin.sum_univ_succ]
```

For the host,

$$G_0=-\tfrac13\begin{pmatrix}1&2\\2&1\end{pmatrix}\begin{pmatrix}0&1\\1&0\end{pmatrix}=-\tfrac13\begin{pmatrix}2&1\\1&2\end{pmatrix}.$$

On the first site $G_0$ is $-2/3$ and $\Delta$ is $1$, so the cluster formula gives $(-2/3)/(1+2/3)=-2/5$. Full inversion gives

$$G=-\tfrac15\begin{pmatrix}2&1\\1&3\end{pmatrix},$$

with the same first entry. The isolated site has $g_{11}=0$ and would give 0.

Q: And if the perturbation leaks out of my cluster?

A: Then the closed equation can fail. Keep $g$, $t_0$ and $P$, but change the second site: $t=\mathrm{diag}(2,3)$. Both factors are still invertible, with determinants $-3$ and $-5$. Now $PG_0P\,\Delta=0$, so the closed equation would leave the first entry at $-2/3$. Direct inversion gives $-3/5$. Locality is therefore a real physical assumption. In a metal it stands for screening: the change of potential is taken to be negligible beyond the chosen cluster.

Q: With $P$ in place, my matrices still have full size. Where is the small problem?

A: In block form. The index type `c ⊕ e` joins the cluster channels `c` to the remaining channels `e`, both finite. `fromBlocks D 0 0 0` is a perturbation $D$ on the cluster and zero elsewhere, and `toBlocks₁₁` picks out the cluster block, written $G_{0,cc}$ for the host. The entries lie in a field `K`, such as the complex numbers. Then

$$1-G_0\Delta=\begin{pmatrix}1-G_{0,cc}D&0\\-G_{0,ec}D&1\end{pmatrix},$$

and the factorisation gives

$$\det(1-gt)=\det(1-gt_0)\,\det(1-G_{0,cc}D).$$

The local statement `hb` is the block form, checked entry by entry.

```lean
section Sites

variable {K c e : Type*} [Field K] [Fintype c] [Fintype e] [DecidableEq c] [DecidableEq e]
  {g t0 : Matrix (c ⊕ e) (c ⊕ e) K} {D : Matrix c c K}

/-- For an invertible host factor `1 - g t0` and a perturbation `D` on the cluster `c`, the
determinant of the whole system is that of the host times one of cluster size. -/
theorem det_cluster (h0 : IsUnit (1 - g * t0)) :
    (1 - g * (t0 + fromBlocks D 0 0 0)).det
      = (1 - g * t0).det * (1 - (structuralGreen g t0).toBlocks₁₁ * D).det := by
  -- `1 - G0 (t - t0)` is block triangular, with the identity outside the cluster
  have hb (G : Matrix (c ⊕ e) (c ⊕ e) K) : 1 - G * fromBlocks D 0 0 0
      = fromBlocks (1 - G.toBlocks₁₁ * D) 0 (-(G.toBlocks₂₁ * D)) 1 := by
    ext i j
    rcases i with i | i <;> rcases j with j | j <;>
      simp [Matrix.mul_apply, Matrix.one_apply, Fintype.sum_sum_type, toBlocks₁₁, toBlocks₂₁]
  rw [host_factorization (t0 + fromBlocks D 0 0 0) h0, det_mul, add_sub_cancel_left, hb,
    det_fromBlocks_zero₁₂, det_one, mul_one]
```

If $1-gt$ is invertible too, the left side is nonzero, and so is the cluster determinant. The cluster block of the Dyson equation is $G_{cc}=G_{0,cc}+G_{0,cc}DG_{cc}$, hence

$$G_{cc}=(1-G_{0,cc}D)^{-1}G_{0,cc}.$$

Here `hc` is that block equation, and `hs` has it rearranged for the inversion.

```lean
/-- If `1 - g t0` and `1 - g t` are invertible and `t` differs from `t0` by `D` on the cluster,
the cluster block of `G` is `(1 - G0 D)⁻¹ G0`, with `G0` restricted to the cluster. -/
theorem cluster_block (h0 : IsUnit (1 - g * t0))
    (h : IsUnit (1 - g * (t0 + fromBlocks D 0 0 0))) :
    (structuralGreen g (t0 + fromBlocks D 0 0 0)).toBlocks₁₁
      = (1 - (structuralGreen g t0).toBlocks₁₁ * D)⁻¹ * (structuralGreen g t0).toBlocks₁₁ := by
  have hu := (Matrix.isUnit_iff_isUnit_det _).mp h
  rw [det_cluster h0] at hu
  have hd := dyson h0 h
  rw [add_sub_cancel_left] at hd
  have hb (A B : Matrix (c ⊕ e) (c ⊕ e) K) : (A * fromBlocks D 0 0 0 * B).toBlocks₁₁
      = A.toBlocks₁₁ * D * B.toBlocks₁₁ := by
    ext i j
    simp [toBlocks₁₁, Matrix.mul_apply, Fintype.sum_sum_type]
  -- the cluster block of the Dyson equation involves cluster blocks only
  have hc := (congrArg toBlocks₁₁ hd).trans
    (congrArg (fun X => (structuralGreen g t0).toBlocks₁₁ + X) (hb _ _))
  have hs : (1 - (structuralGreen g t0).toBlocks₁₁ * D)
      * (structuralGreen g (t0 + fromBlocks D 0 0 0)).toBlocks₁₁
      = (structuralGreen g t0).toBlocks₁₁ := by
    rw [Matrix.sub_mul, Matrix.one_mul]
    exact sub_eq_of_eq_add hc
  have hi := Matrix.nonsing_inv_mul_cancel_left _
    (structuralGreen g (t0 + fromBlocks D 0 0 0)).toBlocks₁₁ (isUnit_of_mul_isUnit_right hu)
  rw [hs] at hi
  exact hi.symm
```

Q: What about states that the impurity creates? There $1-gt$ is singular, and your Green function is gone.

A: The determinant formula needs only the host factor to be invertible. A source-free solution is a nonzero vector $v$ of incident amplitudes with $v=gtv$. It exists exactly when $\det(1-gt)=0$. The host determinant is nonzero, so this means $\det(1-G_{0,cc}D)=0$. In the two-site host the condition reads $1+\tfrac23D=0$, so $D=-3/2$ and $t=\mathrm{diag}(1/2,2)$. Indeed $v=(2,1)$, fixed up to a factor, satisfies $gtv=v$.

```lean
/-- For an invertible host factor `1 - g t0`, the perturbed system has a nonzero solution of
`(1 - g t) v = 0` exactly when the cluster determinant vanishes. -/
theorem impurity_state_iff (h0 : IsUnit (1 - g * t0)) :
    (∃ v ≠ (0 : c ⊕ e → K), (1 - g * (t0 + fromBlocks D 0 0 0)) *ᵥ v = 0)
      ↔ (1 - (structuralGreen g t0).toBlocks₁₁ * D).det = 0 := by
  have hne : (1 - g * t0).det ≠ 0 := ((Matrix.isUnit_iff_isUnit_det _).mp h0).ne_zero
  rw [Matrix.exists_mulVec_eq_zero_iff, det_cluster h0, mul_eq_zero, or_iff_right hne]

end Sites

end ImpurityEmbedding
```

Q: Then what may I not read into this?

A: Both systems are described with the same $g$, and the extra step needed for atoms that relax to new positions is not treated here. The scattering matrices are given, not computed from a self-consistent potential. The determinant condition holds at one energy and for finitely many channels; an energy at which the host itself has a source-free solution is excluded. For an infinite crystal the host factor is not invertible at real energies inside the bands, so there the energy is given an imaginary part. Within those limits, for independent electrons in a given effective potential, an impurity calculation in electronic-structure work can take the host's cluster block as input and solve a problem of cluster size.

```lean
#print axioms ImpurityEmbedding.cluster_dyson
-- 'ImpurityEmbedding.cluster_dyson' depends on axioms: [propext, Classical.choice, Quot.sound]
#print axioms ImpurityEmbedding.cluster_solution
-- 'ImpurityEmbedding.cluster_solution' depends on axioms: [propext, Classical.choice, Quot.sound]
#print axioms ImpurityEmbedding.cluster_block
-- 'ImpurityEmbedding.cluster_block' depends on axioms: [propext, Classical.choice, Quot.sound]
#print axioms ImpurityEmbedding.impurity_state_iff
-- 'ImpurityEmbedding.impurity_state_iff' depends on axioms: [propext, Classical.choice, Quot.sound]
```
